# In a stable real RPA problem, a Tamm–Dancoff state with no positive RPA frequency below its energy satisfies $Bv=0$

## RPA frequencies and Tamm–Dancoff energies

Let $A$ and $B$ be real symmetric matrices indexed by particle-hole pairs. $A$ couples excitations to excitations, and $B$ couples excitations to de-excitations. With excitation amplitudes $y$ and de-excitation amplitudes $z$, the RPA equations for a frequency $\omega$ are

$$Ay+Bz=\omega y,\qquad -By-Az=\omega z .$$

Many texts call these amplitudes $X$ and $Y$; here $X$ is kept for a matrix of normal modes. Adding and subtracting the equations gives

$$(A+B)(y+z)=\omega(y-z),\qquad (A-B)(y-z)=\omega(y+z),$$

so $x=y+z$ satisfies $(A-B)(A+B)x=\omega^2x$. Conversely, an eigenvector $x$ of $(A-B)(A+B)$ with eigenvalue $\omega^2\neq0$ gives a solution of the RPA equations with $y+z=x$ and $y-z=(A+B)x/\omega$. A real eigenvalue $w$ of $(A-B)(A+B)$ is called a squared RPA frequency. It may be negative, in which case $\omega$ is imaginary and signals an instability. The problem is called stable when $A+B$ and $A-B$ are both positive definite.

The Tamm–Dancoff approximation drops $B$ and solves $Av=av$. In a stable problem the lowest positive RPA frequency is never above the lowest Tamm–Dancoff energy. The question is what it means for the two to coincide.

## What equality forces

**Claim.** Let $A+B$ be symmetric, $A-B$ positive definite and $Av=av$. If every squared RPA frequency is at least $a^2$, then $Bv=0$.

The claim does not assume that $a$ is the lowest eigenvalue of $A$ or that $A+B$ is positive definite, but for $v\ne0$ both follow from its hypotheses. The proof below gives $(A-B)v=av$, so $a>0$. Every squared frequency is then positive, which makes $A+B$ positive definite, and the bound on the lowest RPA frequency leaves no Tamm–Dancoff energy below $a$. In Hartree–Fock theory with real orbitals, positive definiteness of $A-B$ says that the reference state is stable to second order against imaginary orbital variations. In adiabatic TDDFT with real orbitals and an LDA or GGA functional, $A-B$ is the diagonal matrix of orbital energy differences, and the condition says that these are positive.

For linear-response TDDFT and Bethe–Salpeter calculations that are stable in the above sense, with finite, real, frequency-independent matrices, the claim gives a necessary condition for the Tamm–Dancoff approximation to leave the lowest excitation energy unchanged: $B$ must annihilate the state concerned. Whether such matrices describe the response of an actual molecule or solid is a separate question, which the hypotheses do not address.

## Normal modes

Diagonalise $A-B=U\,\mathrm{diag}(m)\,U^T$ with $U$ orthogonal and all $m_i>0$, and put $C=U\,\mathrm{diag}(\sqrt{m})$. Then $CC^T=A-B$.

The matrix $C^T(A+B)C$ is symmetric, so there are an orthogonal $V$ and real numbers $l_i$ with $C^T(A+B)CV=V\,\mathrm{diag}(l)$. For $X=CV$ this gives

$$XX^T=A-B,\qquad X^T(A+B)X=\mathrm{diag}(l).$$

Since $(\det X)^2=\det(A-B)>0$, $X$ is invertible. Moreover

$$(A-B)(A+B)X=XX^T(A+B)X=X\,\mathrm{diag}(l),$$

so column $i$ of $X$ is a nonzero eigenvector with eigenvalue $l_i$. Each $l_i$ is therefore a squared RPA frequency, and $l_i\ge a^2$ by hypothesis.

## A vanishing sum of nonnegative terms

Write $v=Xc$ and $d=X^Tv$. Then

$$\sum_i l_ic_i^2=v^T(A+B)v,\qquad \sum_i d_i^2=v^T(A-B)v,\qquad \sum_i c_id_i=v^Tv .$$

Because $(l_i-a^2)c_i^2+(d_i-ac_i)^2=l_ic_i^2+d_i^2-2ac_id_i$, summation gives

$$\sum_i\left[(l_i-a^2)c_i^2+(d_i-ac_i)^2\right]=2v^TAv-2a\,v^Tv=0 .$$

Every term is nonnegative, so every term is zero and $d=ac$. Hence

$$(A-B)v=XX^Tv=Xd=aXc=av .$$

Subtracting this from $Av=av$ leaves $Bv=0$.

## A partial converse, strict lowering and examples with two pairs

If $v\ne0$, $Av=av$ and $Bv=0$, then $(A-B)(A+B)v=a(A-B)v=a^2v$, so $a^2$ is a squared RPA frequency. This is only a partial converse, because $a^2$ need not be the lowest one.

The contrapositive of the claim is a strict inequality: if $Bv\neq0$, some squared RPA frequency $w$ satisfies $w<a^2$. In a stable problem $w$ and $a$ are positive, so $\sqrt w<a$.

The conclusion concerns $Bv$, not all of $B$. For two particle-hole pairs with $A=\mathrm{diag}(1,2)$ and $B=\mathrm{diag}(0,1)$, the squared frequencies are $1$ and $3$. The state $v=(1,0)$ with $a=1$ meets the hypotheses although $B\neq0$. With $B=\mathrm{diag}(0,1.9)$ instead, the problem is still stable and $Bv=0$, but the squared frequencies are $1$ and $0.39$, so the lowest RPA frequency lies below $a$.

## The statement in Lean

The finite type `n` labels the particle-hole pairs, `*ᵥ` is matrix times vector, and `ᵀ` is the transpose. `IsSquaredFrequency A B w` says that `w` is an eigenvalue of `(A - B) * (A + B)` with a nonzero real eigenvector.

In `coupling_vanishes`, `hP` says that $A+B$ is symmetric, which is what `IsHermitian` means for real matrices. The hypothesis `hM` says that $A-B$ is positive definite, and this includes its symmetry, so $A$ and $B$ are each symmetric. The hypothesis `hw` is the lower bound $a^2$ on all squared frequencies, and `hv` is the Tamm–Dancoff equation. The vector $v$ needs no normalisation and may be zero, when the conclusion is trivial.

The theorems concern the product matrix; its link to the amplitudes $y$ and $z$ is the short calculation at the start.

```lean
import Mathlib

open Matrix

namespace TammDancoffEquality

noncomputable section

variable {n : Type*} [Fintype n] [DecidableEq n]

/-- The real number `w` is a squared RPA frequency: an eigenvalue of `(A - B)(A + B)`. -/
def IsSquaredFrequency (A B : Matrix n n ℝ) (w : ℝ) : Prop :=
  ∃ x : n → ℝ, x ≠ 0 ∧ ((A - B) * (A + B)) *ᵥ x = w • x


/-- A real symmetric matrix has an orthogonal matrix of eigenvectors, and its eigenvalues are
positive if it is positive definite. -/
theorem exists_eigenvectors {S : Matrix n n ℝ} (hS : S.IsHermitian) :
    ∃ (U : Matrix n n ℝ) (d : n → ℝ), Uᵀ * U = 1 ∧ S * U = U * diagonal d ∧
      (S.PosDef → ∀ i, 0 < d i) := by
  refine ⟨Matrix.of fun i j => (hS.eigenvectorBasis j).ofLp i, hS.eigenvalues, ?_, ?_,
    fun h i => h.eigenvalues_pos i⟩
  · ext i j
    have h := orthonormal_iff_ite.mp hS.eigenvectorBasis.orthonormal i j
    rw [PiLp.inner_apply] at h
    simp only [Matrix.mul_apply, transpose_apply, of_apply, one_apply]
    rw [← h]
    refine Finset.sum_congr rfl fun k _ => ?_
    simp [mul_comm]
  · ext i j
    have h := congrFun (hS.mulVec_eigenvectorBasis j) i
    simp only [mulVec, dotProduct, Pi.smul_apply, smul_eq_mul] at h
    rw [mul_diagonal]
    simp only [Matrix.mul_apply, of_apply]
    linear_combination h

/-- RPA normal modes: if `A + B` is symmetric and `A - B` is positive definite, an invertible `X`
satisfies `X Xᵀ = A - B` and makes `Xᵀ (A + B) X` diagonal, with squared RPA frequencies
on the diagonal. -/
theorem exists_normal_modes {A B : Matrix n n ℝ} (hP : (A + B).IsHermitian)
    (hM : (A - B).PosDef) :
    ∃ (X : Matrix n n ℝ) (l : n → ℝ), X.det ≠ 0 ∧ X * Xᵀ = A - B ∧
      Xᵀ * (A + B) * X = diagonal l ∧ ∀ i, IsSquaredFrequency A B (l i) := by
  -- factor `A - B = C Cᵀ`
  obtain ⟨C, hC⟩ : ∃ C : Matrix n n ℝ, C * Cᵀ = A - B := by
    obtain ⟨U, d, hU, hMU, hd⟩ := exists_eigenvectors hM.isHermitian
    have hs : diagonal (fun i => √(d i)) * diagonal (fun i => √(d i)) = diagonal d := by
      rw [diagonal_mul_diagonal]
      congr 1
      funext i
      exact Real.mul_self_sqrt (hd hM i).le
    refine ⟨U * diagonal (fun i => √(d i)), ?_⟩
    calc U * diagonal (fun i => √(d i)) * (U * diagonal (fun i => √(d i)))ᵀ
        = U * (diagonal (fun i => √(d i)) * diagonal (fun i => √(d i))) * Uᵀ := by
          rw [transpose_mul, diagonal_transpose]
          simp only [mul_assoc]
      _ = A - B := by rw [hs, ← hMU, mul_assoc, mul_eq_one_comm.mp hU, mul_one]
  -- diagonalise the symmetric matrix `Cᵀ (A + B) C`
  have hPt : (A + B)ᵀ = A + B := by
    rw [← conjTranspose_eq_transpose_of_trivial]
    exact hP.eq
  have hS : (Cᵀ * (A + B) * C).IsHermitian := by
    rw [IsHermitian, conjTranspose_eq_transpose_of_trivial, transpose_mul, transpose_mul,
      transpose_transpose, hPt, mul_assoc]
  obtain ⟨V, l, hV, hSV, -⟩ := exists_eigenvectors hS
  have hXX : (C * V) * (C * V)ᵀ = A - B := by
    calc (C * V) * (C * V)ᵀ = C * (V * Vᵀ) * Cᵀ := by
          rw [transpose_mul]
          simp only [mul_assoc]
      _ = A - B := by rw [mul_eq_one_comm.mp hV, mul_one, hC]
  have hXPX : (C * V)ᵀ * (A + B) * (C * V) = diagonal l := by
    calc (C * V)ᵀ * (A + B) * (C * V) = Vᵀ * (Cᵀ * (A + B) * C * V) := by
          rw [transpose_mul]
          simp only [mul_assoc]
      _ = diagonal l := by rw [hSV, ← mul_assoc, hV, one_mul]
  have hdet : (C * V).det ≠ 0 := by
    intro h0
    have h := hM.det_pos
    rw [← hXX, det_mul, h0, zero_mul] at h
    exact lt_irrefl _ h
  refine ⟨C * V, l, hdet, hXX, hXPX, fun i => ⟨(C * V) *ᵥ Pi.single i 1, ?_, ?_⟩⟩
  · intro h
    have h1 := congrFun (eq_zero_of_mulVec_eq_zero hdet h) i
    simp at h1
  · have hcol : (A - B) * (A + B) * (C * V) = (C * V) * diagonal l := by
      rw [← hXPX, ← hXX]
      simp only [mul_assoc]
    have hdiag : diagonal l *ᵥ Pi.single i (1 : ℝ) = l i • Pi.single i (1 : ℝ) := by
      ext j
      rw [mulVec_diagonal, Pi.smul_apply, smul_eq_mul]
      by_cases h : j = i
      · rw [h]
      · simp [h]
    rw [mulVec_mulVec, hcol, ← mulVec_mulVec, hdiag, mulVec_smul]

/-- Equality case of the Tamm-Dancoff bound: let `A + B` be symmetric, `A - B` positive definite
and `A v = a v`. If no squared RPA frequency lies below `a²`, then `B v = 0`. -/
theorem coupling_vanishes {A B : Matrix n n ℝ} (hP : (A + B).IsHermitian)
    (hM : (A - B).PosDef) {a : ℝ} (hw : ∀ w, IsSquaredFrequency A B w → a ^ 2 ≤ w)
    {v : n → ℝ} (hv : A *ᵥ v = a • v) : B *ᵥ v = 0 := by
  obtain ⟨X, l, hdet, hXX, hXPX, hl⟩ := exists_normal_modes hP hM
  -- coordinates of `v` in the normal modes and in the dual modes
  obtain ⟨c, hc⟩ : ∃ c, X *ᵥ c = v := ⟨X⁻¹ *ᵥ v, by
    rw [mulVec_mulVec, mul_nonsing_inv _ (isUnit_iff_ne_zero.mpr hdet), one_mulVec]⟩
  obtain ⟨d, hd⟩ : ∃ d, d = Xᵀ *ᵥ v := ⟨_, rfl⟩
  have h1 : c ⬝ᵥ (diagonal l *ᵥ c) = v ⬝ᵥ ((A + B) *ᵥ v) := by
    rw [← hXPX, ← mulVec_mulVec, ← mulVec_mulVec, hc, dotProduct_mulVec c Xᵀ,
      vecMul_transpose, hc]
  have h2 : d ⬝ᵥ d = v ⬝ᵥ ((A - B) *ᵥ v) := by
    rw [← hXX, ← mulVec_mulVec, dotProduct_mulVec v X, ← mulVec_transpose, hd]
  have h3 : c ⬝ᵥ d = v ⬝ᵥ v := by
    rw [hd, dotProduct_mulVec, vecMul_transpose, hc]
  -- a sum of nonnegative terms that vanishes
  have hsum : ∑ i, ((l i - a ^ 2) * c i ^ 2 + (d i - a * c i) ^ 2) = 0 := by
    have e : ∑ i, ((l i - a ^ 2) * c i ^ 2 + (d i - a * c i) ^ 2)
        = c ⬝ᵥ (diagonal l *ᵥ c) + d ⬝ᵥ d - 2 * a * (c ⬝ᵥ d) := by
      simp only [dotProduct, mulVec_diagonal, Finset.mul_sum, ← Finset.sum_add_distrib,
        ← Finset.sum_sub_distrib]
      refine Finset.sum_congr rfl fun i _ => ?_
      ring
    rw [e, h1, h2, h3, add_mulVec, sub_mulVec, hv, dotProduct_add, dotProduct_sub,
      dotProduct_smul, smul_eq_mul]
    ring
  have hpos : ∀ i, 0 ≤ (l i - a ^ 2) * c i ^ 2 := fun i =>
    mul_nonneg (sub_nonneg.mpr (hw _ (hl i))) (sq_nonneg _)
  have hda : d = a • c := by
    funext i
    have h := (Finset.sum_eq_zero_iff_of_nonneg
      (fun i _ => add_nonneg (hpos i) (sq_nonneg (d i - a * c i)))).mp hsum i (Finset.mem_univ i)
    have h0 : (d i - a * c i) ^ 2 = 0 :=
      le_antisymm (by linarith [hpos i]) (sq_nonneg _)
    exact sub_eq_zero.mp (pow_eq_zero_iff two_ne_zero |>.mp h0)
  -- hence `(A - B) v = a v`, as well as `A v = a v`
  have hMv : (A - B) *ᵥ v = a • v := by
    rw [← hXX, ← mulVec_mulVec, ← hd, hda, mulVec_smul, hc]
  rw [sub_mulVec, hv] at hMv
  exact sub_eq_self.mp hMv

omit [DecidableEq n] in
/-- Converse: a nonzero `v` with `A v = a v` and `B v = 0` makes `a²` a squared RPA frequency. -/
theorem squaredFrequency_of_decoupled {A B : Matrix n n ℝ} {a : ℝ} {v : n → ℝ} (h0 : v ≠ 0)
    (hv : A *ᵥ v = a • v) (hB : B *ᵥ v = 0) : IsSquaredFrequency A B (a ^ 2) := by
  refine ⟨v, h0, ?_⟩
  rw [← mulVec_mulVec, add_mulVec, hv, hB, add_zero, mulVec_smul, sub_mulVec, hv, hB,
    sub_zero, smul_smul, pow_two]

/-- Strict lowering: let `A + B` be symmetric, `A - B` positive definite and `A v = a v`.
If `B v ≠ 0`, some squared RPA frequency lies strictly below `a²`. -/
theorem exists_squaredFrequency_lt {A B : Matrix n n ℝ} (hP : (A + B).IsHermitian)
    (hM : (A - B).PosDef) {a : ℝ} {v : n → ℝ} (hv : A *ᵥ v = a • v) (hB : B *ᵥ v ≠ 0) :
    ∃ w, IsSquaredFrequency A B w ∧ w < a ^ 2 := by
  by_contra h
  exact hB (coupling_vanishes hP hM
    (fun w hw => not_lt.mp fun hlt => h ⟨w, hw, hlt⟩) hv)

/-- The two-level system `A = diag(1, 2)`, `B = diag(0, 1)` with `a = 1` and `v = (1, 0)` meets the
hypotheses of the equality case, with `A + B` positive definite and `B` nonzero. -/
theorem coupling_vanishes_witness :
    let A : Matrix (Fin 2) (Fin 2) ℝ := diagonal ![1, 2]
    let B : Matrix (Fin 2) (Fin 2) ℝ := diagonal ![0, 1]
    (A + B).PosDef ∧ (A - B).PosDef ∧ (∀ w, IsSquaredFrequency A B w → (1 : ℝ) ^ 2 ≤ w) ∧
      A *ᵥ ![1, 0] = (1 : ℝ) • ![1, 0] ∧ B ≠ 0 := by
  intro A B
  have hP : A + B = diagonal ![1, 3] := by
    ext i j
    fin_cases i <;> fin_cases j <;> norm_num [A, B]
  have hM : A - B = diagonal ![1, 1] := by
    ext i j
    fin_cases i <;> fin_cases j <;> norm_num [A, B]
  refine ⟨?_, ?_, ?_, ?_, ?_⟩
  · rw [hP]
    exact PosDef.diagonal fun i => by fin_cases i <;> norm_num
  · rw [hM]
    exact PosDef.diagonal fun i => by fin_cases i <;> norm_num
  · rintro w ⟨x, hx0, hx⟩
    rw [hM, hP, diagonal_mul_diagonal] at hx
    have h0 : (1 * 1 : ℝ) * x 0 = w * x 0 := by
      have h := congrFun hx 0
      rw [mulVec_diagonal] at h
      exact h
    have h1 : (1 * 3 : ℝ) * x 1 = w * x 1 := by
      have h := congrFun hx 1
      rw [mulVec_diagonal] at h
      exact h
    by_contra hw
    have hw1 : w < 1 := by linarith [not_le.mp hw]
    have z0 : x 0 = 0 :=
      (mul_eq_zero.mp (show (1 - w) * x 0 = 0 by linarith)).resolve_left (by linarith)
    have z1 : x 1 = 0 :=
      (mul_eq_zero.mp (show (3 - w) * x 1 = 0 by linarith)).resolve_left (by linarith)
    apply hx0
    ext i
    fin_cases i
    · exact z0
    · exact z1
  · ext i
    rw [mulVec_diagonal]
    fin_cases i <;> simp
  · intro h
    have h1 := congrFun (congrFun h 1) 1
    simp [B] at h1

end

end TammDancoffEquality
```

```lean
#print axioms TammDancoffEquality.squaredFrequency_of_decoupled
#print axioms TammDancoffEquality.exists_squaredFrequency_lt
```

```
'TammDancoffEquality.squaredFrequency_of_decoupled' depends on axioms: [propext, Classical.choice, Quot.sound]
'TammDancoffEquality.exists_squaredFrequency_lt' depends on axioms: [propext, Classical.choice, Quot.sound]
```

## From the lemmas to the conclusion

`exists_eigenvectors` puts Mathlib's orthonormal eigenvectors into the columns of a matrix `U`. Orthonormality gives `Uᵀ * U = 1`, and the eigenvalue equations, read column by column, give `S * U = U * diagonal d`. The `d` in this lemma holds eigenvalues, written $m$ above when the matrix is $A-B$; in the main theorem `d` is the vector $X^Tv$.

`exists_normal_modes` applies this lemma twice, first to $A-B$ to build $C$, then to $C^T(A+B)C$ to find $V$. The matrix $X$ appears as `C * V`. The facts `hXX` and `hXPX` are its two defining identities, and `hdet` derives invertibility from the positive determinant of $A-B$. Column $i$ is written as $X$ acting on the unit vector `Pi.single i 1`. Invertibility makes it nonzero, and `hcol` supplies its eigenvalue equation.

In `coupling_vanishes`, `h1`, `h2` and `h3` are the three quadratic identities for $c$ and $d$. The proof of `hsum` expands the sum term by term with `ring`, then inserts these identities and $Av=av$ to obtain zero. The bound `hw` enters through `hpos`, which makes the first part of each term nonnegative. `Finset.sum_eq_zero_iff_of_nonneg` then makes each term vanish, and `hda` records $d=ac$. Finally `hMv` is $(A-B)v=av$, from which $Bv=0$ follows by subtraction.

`squaredFrequency_of_decoupled` is the direct calculation for the partial converse and needs neither symmetry nor positivity. `exists_squaredFrequency_lt` obtains strict lowering by contradiction from the main theorem. `coupling_vanishes_witness` checks the example with $B=\mathrm{diag}(0,1)$; its docstring says "two-level system", meaning two excitations. If $w<1$, the two components of the eigenvalue equation force both entries of the eigenvector to vanish.

## An expectation value in place of an eigenvalue

The same sum gives a variational neighbour of the claim, which is argued here informally and is not part of the Lean code. Keep the assumptions on $A\pm B$, take any $v\neq0$, and set $a=v^TAv/v^Tv$. The sum is still zero, since it used only $v^TAv=a\,v^Tv$. Some $l_i$ must therefore satisfy $l_i\le a^2$; otherwise $c$ would vanish, and $v$ with it.

If no squared frequency lies below $a^2$, then $d=ac$ and $l_ic_i=a^2c_i$ for every $i$. The first relation gives $(A-B)v=av$ as before. The second gives

$$X^T(A+B)v=\mathrm{diag}(l)\,c=a^2c=ad=aX^Tv,$$

hence $(A+B)v=av$. Together they yield $Av=av$ and $Bv=0$, so a trial vector that reaches equality is already a Tamm–Dancoff eigenvector.
